# The Quartic Term of the Euler–Heisenberg Proper-Time Kernel for Constant Fields

Constant electric and magnetic fields polarise the vacuum of a charged Dirac particle, and the first nonlinear correction to Maxwell's theory depends on the fourth-order term of a function of the two fields, the proper-time kernel. The file below computes that term for arbitrary constant fields E and B, taking the kernel as given.

```lean
import Mathlib

open Filter Topology Matrix

namespace EulerHeisenbergQuartic

noncomputable section

/-- The magnetic proper-time factor `x coth x`, with its limiting value 1 at `x = 0`. -/
def magneticFactor (x : ℝ) : ℝ := if x = 0 then 1 else x * Real.cosh x / Real.sinh x

/-- The electric proper-time factor `x cot x`, with its limiting value 1 at `x = 0`; at the nonzero
multiples of `π`, where `x cot x` has poles, Lean's division by zero gives 0. -/
def electricFactor (x : ℝ) : ℝ := if x = 0 then 1 else x * Real.cos x / Real.sin x

/-- The remainder of the fifth-order Taylor polynomial of `exp z`, divided by `z ^ 5`,
for `z ≠ 0`. -/
def expRem (z : ℂ) : ℂ :=
  (Complex.exp z - (1 + z + z ^ 2 / 2 + z ^ 3 / 6 + z ^ 4 / 24 + z ^ 5 / 120)) / z ^ 5

/-- The scaled Taylor remainder `expRem z` tends to 0 as `z → 0` with `z ≠ 0`. -/
theorem expRem_tendsto : Tendsto expRem (𝓝[≠] 0) (𝓝 0) := by
  have h1 : ∀ᶠ z : ℂ in 𝓝[≠] 0, ‖z‖ < 1 :=
    ((continuous_norm.tendsto (0 : ℂ)).eventually_lt_const (by simp)).filter_mono
      nhdsWithin_le_nhds
  have hb : ∀ᶠ z : ℂ in 𝓝[≠] 0, ‖expRem z‖ ≤ ‖z‖ := by
    filter_upwards [h1, self_mem_nhdsWithin] with z hz hz0
    have hz0' : z ≠ 0 := hz0
    have h := Complex.exp_bound hz.le (n := 6) (by norm_num)
    have hs : ∑ m ∈ Finset.range 6, z ^ m / (m.factorial : ℂ)
        = 1 + z + z ^ 2 / 2 + z ^ 3 / 6 + z ^ 4 / 24 + z ^ 5 / 120 := by
      norm_num [Finset.sum_range_succ, Nat.factorial]
    rw [hs] at h
    rw [expRem, norm_div, norm_pow, div_le_iff₀ (pow_pos (norm_pos_iff.mpr hz0') 5)]
    calc _ ≤ _ := h
      _ ≤ ‖z‖ ^ 6 * 1 :=
        mul_le_mul_of_nonneg_left (by norm_num [Nat.factorial]) (by positivity)
      _ = ‖z‖ * ‖z‖ ^ 5 := by ring
  exact squeeze_zero_norm' hb (tendsto_norm_zero.mono_left nhdsWithin_le_nhds)

/-- The quartic Taylor coefficient of `z coth z` in the complex plane is `-1/45`. -/
theorem coth_quartic :
    Tendsto (fun z : ℂ => (z * Complex.cosh z / Complex.sinh z - 1 - z ^ 2 / 3) / z ^ 4)
      (𝓝[≠] 0) (𝓝 (-1 / 45)) := by
  have hneg : Tendsto (fun z : ℂ => -z) (𝓝[≠] 0) (𝓝[≠] 0) :=
    tendsto_nhdsWithin_iff.mpr
      ⟨(continuous_neg.tendsto' (0 : ℂ) 0 neg_zero).mono_left nhdsWithin_le_nhds, by
        filter_upwards [self_mem_nhdsWithin] with z hz
        simpa using hz⟩
  have hz : Tendsto (fun z : ℂ => z) (𝓝[≠] 0) (𝓝 0) :=
    tendsto_id.mono_left nhdsWithin_le_nhds
  have h3 := hz.prodMk_nhds (expRem_tendsto.prodMk_nhds (expRem_tendsto.comp hneg))
  -- sinh z / z, and the numerator left after the subtractions
  have cD : Continuous fun p : ℂ × ℂ × ℂ => 1 + p.1 ^ 2 / 6 + p.1 ^ 4 / 120
      + p.1 ^ 4 * (p.2.1 + p.2.2) / 2 := by fun_prop
  have cN : Continuous fun p : ℂ × ℂ × ℂ => -1 / 45 - p.1 ^ 2 / 360
      + p.1 * (p.2.1 - p.2.2) / 2 - (1 + p.1 ^ 2 / 3) * (p.2.1 + p.2.2) / 2 := by fun_prop
  have hD := (cD.tendsto' (0, 0, 0) 1 (by norm_num)).comp h3
  have hN := (cN.tendsto' (0, 0, 0) (-1 / 45) (by norm_num)).comp h3
  simp only [Function.comp_def] at hD hN
  have h := hN.div hD one_ne_zero
  rw [div_one] at h
  refine h.congr' ?_
  filter_upwards [hD.eventually_ne one_ne_zero, self_mem_nhdsWithin] with z hd hz0
  have hz' : z ≠ 0 := hz0
  have hexp : ∀ w : ℂ, w ≠ 0 → Complex.exp w =
      1 + w + w ^ 2 / 2 + w ^ 3 / 6 + w ^ 4 / 24 + w ^ 5 / 120 + w ^ 5 * expRem w := by
    intro w hw
    rw [expRem, ← mul_div_assoc, mul_div_cancel_left₀ _ (pow_ne_zero 5 hw)]
    ring
  have hs : Complex.sinh z = z * (1 + z ^ 2 / 6 + z ^ 4 / 120
      + z ^ 4 * (expRem z + expRem (-z)) / 2) := by
    rw [Complex.sinh, hexp z hz', hexp (-z) (neg_ne_zero.mpr hz')]
    ring
  have hc : Complex.cosh z = 1 + z ^ 2 / 2 + z ^ 4 / 24
      + z ^ 5 * (expRem z - expRem (-z)) / 2 := by
    rw [Complex.cosh, hexp z hz', hexp (-z) (neg_ne_zero.mpr hz')]
    ring
  have alg : ∀ C D N : ℂ, D ≠ 0 → z * C - (1 + z ^ 2 / 3) * (z * D) = z ^ 5 * N →
      N / D = (z * C / (z * D) - 1 - z ^ 2 / 3) / z ^ 4 := by
    intro C D N hD0 h0
    rw [← mul_div_cancel_left₀ N (pow_ne_zero 5 hz'), ← h0]
    field_simp
    ring
  simp only [Pi.div_apply, hs, hc]
  exact alg _ _ _ hd (by ring)

/-- A real factor `g` with `g 0 = 1`, equal to `z coth z` at `z = x w` for real `x ≠ 0`, where `w² =
k` is real and nonzero, has quartic coefficient `-k² a⁴/45` after its argument is scaled by `a`. -/
theorem factor_quartic {g : ℝ → ℝ} {w : ℂ} {k : ℝ} (hk : k ≠ 0) (hw : w ^ 2 = (k : ℂ))
    (g0 : g 0 = 1) (hg : ∀ x : ℝ, x ≠ 0 →
      (g x : ℂ) = x * w * Complex.cosh (x * w) / Complex.sinh (x * w)) (a : ℝ) :
    Tendsto (fun s => (g (a * s) - 1 - k * (a * s) ^ 2 / 3) / s ^ 4)
      (𝓝[≠] 0) (𝓝 (k ^ 2 * a ^ 4 * (-1 / 45))) := by
  rcases eq_or_ne a 0 with rfl | ha
  · simp [g0]
  have hw0 : w ≠ 0 := by
    rintro rfl
    exact hk (by simpa using hw.symm)
  have hi : Tendsto (fun s : ℝ => ((a * s : ℝ) : ℂ) * w) (𝓝[≠] 0) (𝓝[≠] 0) :=
    tendsto_nhdsWithin_iff.mpr
      ⟨((by fun_prop : Continuous fun s : ℝ => ((a * s : ℝ) : ℂ) * w).tendsto' 0 0
        (by simp)).mono_left nhdsWithin_le_nhds, by
        filter_upwards [self_mem_nhdsWithin] with s hs
        exact mul_ne_zero (Complex.ofReal_ne_zero.mpr (mul_ne_zero ha hs)) hw0⟩
  have h := (Complex.continuous_re.tendsto _).comp
    ((coth_quartic.comp hi).const_mul ((k ^ 2 * a ^ 4 : ℝ) : ℂ))
  rw [show (-1 / 45 : ℂ) = ((-1 / 45 : ℝ) : ℂ) by norm_num, ← Complex.ofReal_mul,
    Complex.ofReal_re] at h
  refine h.congr' ?_
  filter_upwards [self_mem_nhdsWithin] with s hs
  have hs' : s ≠ 0 := hs
  have h2 : (((a * s : ℝ) : ℂ) * w) ^ 2 = ((k * (a * s) ^ 2 : ℝ) : ℂ) := by
    push_cast
    rw [← hw]
    ring
  have h4 : (((a * s : ℝ) : ℂ) * w) ^ 4 = ((k ^ 2 * (a * s) ^ 4 : ℝ) : ℂ) := by
    push_cast
    rw [← hw]
    ring
  have r : k ^ 2 * a ^ 4 * ((g (a * s) - 1 - k * (a * s) ^ 2 / 3) / (k ^ 2 * (a * s) ^ 4))
      = (g (a * s) - 1 - k * (a * s) ^ 2 / 3) / s ^ 4 := by
    generalize g (a * s) - 1 - k * (a * s) ^ 2 / 3 = u
    field_simp
  simp only [Function.comp_apply]
  rw [← hg _ (mul_ne_zero ha hs'), h2, h4, ← r, ← Complex.ofReal_re (k ^ 2 * a ^ 4 * _)]
  congr 1
  push_cast
  rfl

/-- The quartic coefficient of `as coth(as) bs cot(bs)` for any real strengths `a`, `b`. -/
theorem parallel_quartic (a b : ℝ) :
    Tendsto (fun s => (magneticFactor (a * s) * electricFactor (b * s) - 1
      - s ^ 2 * (a ^ 2 - b ^ 2) / 3) / s ^ 4) (𝓝[≠] 0)
      (𝓝 (-((a ^ 2 - b ^ 2) ^ 2 + 7 * (a ^ 2 * b ^ 2)) / 45)) := by
  have hp := factor_quartic (g := magneticFactor) (w := 1) (k := 1) one_ne_zero (by simp)
    (by simp [magneticFactor]) (fun x hx => by simp [magneticFactor, hx]) a
  -- the electric factor is the magnetic one on the imaginary axis
  have hq := factor_quartic (g := electricFactor) (w := Complex.I) (k := -1) (by norm_num)
    (by simp) (by simp [electricFactor]) (fun x hx => by
      rw [Complex.cosh_mul_I, Complex.sinh_mul_I, mul_right_comm,
        mul_div_mul_right _ _ Complex.I_ne_zero]
      simp [electricFactor, hx]) b
  have hs : Tendsto (fun s : ℝ => s) (𝓝[≠] 0) (𝓝 0) :=
    tendsto_id.mono_left nhdsWithin_le_nhds
  -- multiply the two expansions, keeping both remainders
  have hF : Continuous fun p : ℝ × ℝ × ℝ => -(a ^ 2 * b ^ 2) / 9
      + p.2.1 * (1 - b ^ 2 * p.1 ^ 2 / 3) + p.2.2 * (1 + a ^ 2 * p.1 ^ 2 / 3)
      + p.1 ^ 4 * p.2.1 * p.2.2 := by fun_prop
  refine ((hF.tendsto' (0, 1 ^ 2 * a ^ 4 * (-1 / 45), (-1) ^ 2 * b ^ 4 * (-1 / 45)) _
    (by dsimp only; ring)).comp (hs.prodMk_nhds (hp.prodMk_nhds hq))).congr' ?_
  filter_upwards [self_mem_nhdsWithin] with s hs0
  have hs' : s ≠ 0 := hs0
  simp only [Function.comp_apply]
  generalize magneticFactor (a * s) = M
  generalize electricFactor (b * s) = L
  field_simp
  ring

/-- The magnetic-type invariant strength `a` of constant fields `E` and `B`. -/
def magneticInvariant (E B : Fin 3 → ℝ) : ℝ :=
  Real.sqrt ((Real.sqrt ((B ⬝ᵥ B - E ⬝ᵥ E) ^ 2 + 4 * (E ⬝ᵥ B) ^ 2)
    + (B ⬝ᵥ B - E ⬝ᵥ E)) / 2)

/-- The electric-type invariant strength `b` of constant fields `E` and `B`. -/
def electricInvariant (E B : Fin 3 → ℝ) : ℝ :=
  Real.sqrt ((Real.sqrt ((B ⬝ᵥ B - E ⬝ᵥ E) ^ 2 + 4 * (E ⬝ᵥ B) ^ 2)
    - (B ⬝ᵥ B - E ⬝ᵥ E)) / 2)

/-- The invariant strengths satisfy `a² - b² = B² - E²` and `a² b² = (E·B)²`. -/
theorem invariant_relations (E B : Fin 3 → ℝ) :
    magneticInvariant E B ^ 2 - electricInvariant E B ^ 2 = B ⬝ᵥ B - E ⬝ᵥ E ∧
    magneticInvariant E B ^ 2 * electricInvariant E B ^ 2 = (E ⬝ᵥ B) ^ 2 := by
  unfold magneticInvariant electricInvariant
  generalize B ⬝ᵥ B - E ⬝ᵥ E = F
  generalize E ⬝ᵥ B = G
  have hr : Real.sqrt (F ^ 2 + 4 * G ^ 2) ^ 2 = F ^ 2 + 4 * G ^ 2 :=
    Real.sq_sqrt (by positivity)
  have hF : |F| ≤ Real.sqrt (F ^ 2 + 4 * G ^ 2) :=
    Real.abs_le_sqrt (by nlinarith [sq_nonneg G])
  rw [Real.sq_sqrt (by linarith [neg_abs_le F]), Real.sq_sqrt (by linarith [le_abs_self F])]
  constructor
  · ring
  · linear_combination hr / 4

/-- Euler-Heisenberg quartic structure: for all constant fields, `as coth(as) bs cot(bs)`
minus `1 + s²(B² - E²)/3`, over `s⁴`, tends to `-[(B² - E²)² + 7 (E·B)²]/45` as `s → 0`. -/
theorem eulerHeisenberg_quartic (E B : Fin 3 → ℝ) :
    Tendsto (fun s => (magneticFactor (magneticInvariant E B * s)
      * electricFactor (electricInvariant E B * s) - 1
      - s ^ 2 * (B ⬝ᵥ B - E ⬝ᵥ E) / 3) / s ^ 4) (𝓝[≠] 0)
      (𝓝 (-((B ⬝ᵥ B - E ⬝ᵥ E) ^ 2 + 7 * (E ⬝ᵥ B) ^ 2) / 45)) := by
  obtain ⟨h1, h2⟩ := invariant_relations E B
  have h := parallel_quartic (magneticInvariant E B) (electricInvariant E B)
  rw [h1, h2] at h
  exact h

end

end EulerHeisenbergQuartic
```

## The kernel and its limit

The final theorem, `eulerHeisenberg_quartic`, concerns the kernel

K(s) = as coth(as) · bs cot(bs),

where s is the proper time and a, b ≥ 0 are strengths built from E and B. It says that, for all E and B,

[K(s) − 1 − s²(B² − E²)/3] / s⁴ → −[(B² − E²)² + 7(E·B)²]/45 as s → 0.

The fields have type `Fin 3 → ℝ`, so they are real three-component vectors, and `⬝ᵥ` is their dot product. Thus `B ⬝ᵥ B - E ⬝ᵥ E` is B² − E². The charge is absorbed into the fields, and ħ = c = 1. The filter `𝓝[≠] 0` lets s approach zero from both sides without taking the value zero, although physical proper time is positive.

The two subtractions have a physical meaning. The 1 is the field-free contribution. The s² term is proportional to the Maxwell Lagrangian and is absorbed in the renormalisation of charge and field strength. The s⁴ term is the first that changes the form of the theory. In one-loop quantum electrodynamics with constant fields and a single Dirac species, it fixes the relative weight 1 : 7 of (B² − E²)² and (E·B)² in the weak-field Lagrangian.

The theorem is a statement about the kernel only. The Euler–Heisenberg Lagrangian is an integral of the subtracted kernel over s with a mass-dependent weight; neither that integral nor the derivation of the kernel from the Dirac equation appears in the file. Nor does the theorem give the pair-creation rate, which is tied to the poles of cot(bs) where bs is a nonzero multiple of π, away from s = 0.

## From E and B to the strengths a and b

Write F = B² − E², G = E·B and R = √(F² + 4G²). The definitions `magneticInvariant` and `electricInvariant` are

a = √((R + F)/2), b = √((R − F)/2).

Since R ≥ |F|, both radicands are nonnegative. Squaring gives

a² − b² = F,

a²b² = (R² − F²)/4 = G².

These are the two claims of `invariant_relations`. The proof in Lean follows the same path: `hF` supplies |F| ≤ R, which allows the outer square roots to be squared away, and `hr` supplies R² = F² + 4G² for the product.

When G ≠ 0 there is a frame in which the electric and magnetic fields are parallel, and there a is the magnitude of the magnetic field and b that of the electric field. For a purely magnetic field b = 0, and for a purely electric field a = 0. For a null field, with F = G = 0, both vanish. The definitions `magneticFactor` and `electricFactor` assign the value 1 at argument zero, the limit of x coth x and of x cot x, so all these cases are included.

## The coefficient −1/45 from the exponential

For z ≠ 0, define r(z), called `expRem` in the file, by

exp z = 1 + z + z²/2 + z³/6 + z⁴/24 + z⁵/120 + z⁵ r(z).

For 0 < |z| < 1 the Taylor remainder is at most |z|⁶, so |r(z)| ≤ |z| and r(z) → 0. This is `expRem_tendsto`, which takes the remainder estimate from `Complex.exp_bound` and finishes by squeezing.

Taking half the difference and half the sum of exp z and exp(−z) gives

sinh z = zD, with D = 1 + z²/6 + z⁴/120 + z⁴[r(z) + r(−z)]/2,

cosh z = 1 + z²/2 + z⁴/24 + z⁵[r(z) − r(−z)]/2.

Now form z cosh z − (1 + z²/3) sinh z. The terms in z cancel, and the z³ coefficient is 1/2 − 1/6 − 1/3 = 0. The explicit z⁵ coefficient is

1/24 − 1/120 − 1/18 = −1/45.

With the remaining terms included, the difference equals z⁵N, where

N = −1/45 − z²/360 + z[r(z) − r(−z)]/2 − (1 + z²/3)[r(z) + r(−z)]/2.

Dividing by z⁴ sinh z = z⁵D yields

(z coth z − 1 − z²/3)/z⁴ = N/D → −1/45,

because N → −1/45 and D → 1. This is `coth_quartic`. In its proof, `hD` and `hN` are the two limits, `hs` and `hc` are the expansions of sinh and cosh, and `alg` is the division. The identity is needed only near zero, where z ≠ 0 and D ≠ 0; `filter_upwards` restricts attention to such z.

## One complex limit for both factors

On the real axis, z = x gives the magnetic factor. On the imaginary axis, z = ix gives

ix cosh(ix)/sinh(ix) = ix cos x/(i sin x) = x cot x,

which is the electric factor. Since (ix)² = −x² and (ix)⁴ = x⁴, the quadratic term changes sign and the quartic term does not:

x coth x = 1 + x²/3 − x⁴/45 + …,

x cot x = 1 − x²/3 − x⁴/45 + ….

The lemma `factor_quartic` treats both cases together. It considers a real function g that agrees with z coth z along z = xw, where w² = k is real and nonzero, and scales its argument by a real number a. The conclusion is

[g(as) − 1 − k(as)²/3]/s⁴ → −k²a⁴/45.

For a ≠ 0, the map from s to asw sends nonzero s near zero to nonzero complex numbers near zero, so `coth_quartic` applies. Multiplying its limit by k²a⁴ changes the denominator from (asw)⁴ = k²a⁴s⁴ to s⁴, and taking real parts returns the statement to the real line. For a = 0, the hypothesis g(0) = 1 makes the expression zero.

## Where the 7 comes from

The theorem `parallel_quartic` allows any real a and b. It applies the preceding lemma with w = 1, k = 1 for the magnetic factor and with w = i, k = −1 for the electric one. For s ≠ 0 this gives

magnetic factor = 1 + a²s²/3 + s⁴p(s), with p(s) → −a⁴/45,

electric factor = 1 − b²s²/3 + s⁴q(s), with q(s) → −b⁴/45.

Multiply the two, subtract 1 + s²(a² − b²)/3 and divide by s⁴. The result is exactly

−a²b²/9 + p(1 − b²s²/3) + q(1 + a²s²/3) + s⁴pq.

As s → 0 it tends to

−a²b²/9 − a⁴/45 − b⁴/45 = −(a⁴ + 5a²b² + b⁴)/45 = −[(a² − b²)² + 7a²b²]/45.

The cross term of the two quadratic corrections contributes the 5, and completing the square (a² − b²)² adds the other 2.

In Lean, `hp` and `hq` are the limits of p and q, and `hF` states that the four-term expression above is continuous in s, p and q together. Its limit is therefore found by inserting the limiting values. The closing `field_simp` and `ring` verify the exact identity for s ≠ 0, with the two factors replaced by arbitrary numbers `M` and `L`, since only algebra remains.

Finally, `eulerHeisenberg_quartic` inserts the strengths computed from E and B and uses `invariant_relations` to replace a² − b² by B² − E² and a²b² by (E·B)². For a null field the kernel is identically 1, and both sides of the limit are zero.

```lean
#print axioms EulerHeisenbergQuartic.eulerHeisenberg_quartic
```

```
'EulerHeisenbergQuartic.eulerHeisenberg_quartic' depends on axioms: [propext, Classical.choice, Quot.sound]
```
